# One signed configuration reproduces the harmonic thermal average of xᵀAx within a pair-coupling bound

Take three independent harmonic modes, numbered 0, 1, 2, and a real symmetric matrix A. Let σ_i be the root-mean-square thermal displacement of mode i, called its amplitude here. Displace every mode by its amplitude, x_i = s_i σ_i with s_i = ±1. The diagonal terms of xᵀAx are then A_ii σ_i² whatever the signs, and they add up to the thermal average. The error is

E = 2(s₀s₁p + s₀s₂q + s₁s₂r),

where p = A₀₁σ₀σ₁, q = A₀₂σ₀σ₂ and r = A₁₂σ₁σ₂.

Set s₀ = 1. Choose s₁ so that s₁qr ≤ 0, which gives (q + s₁r)² ≤ q² + r². Then choose s₂ so that the two terms in E = 2(s₁p + s₂(q + s₁r)) do not have the same sign. The result is E² ≤ 4(p² + q² + r²). For p = q = r = 1, equal signs give E² = 36, while this procedure gives E² = 4, against a bound of 12.

## The bound for any finite number of modes

For every real n × n matrix A, symmetric or not, and all real σ_i, there are signs s_i = ±1 such that x_i = s_i σ_i satisfies

(xᵀAx − ⟨xᵀAx⟩)² ≤ 2 Σ_{i≠j} A_ij² σ_i² σ_j².

The average ⟨…⟩ is over independent centred Gaussians with variances σ_i², the position distribution of uncoupled harmonic modes in thermal equilibrium.

The same holds for a finite family of matrices A_k with weights w_k ≥ 0: for one configuration the weighted sum of squared errors is at most the weighted sum of the bounds.

## Choosing signs for a displaced supercell

Some electronic-structure codes estimate the effect of temperature on a band gap or a spectrum from a single displaced supercell. The bound covers such a configuration if its signs are selected by the procedure below, the modes are harmonic and the observable is quadratic in them. It does not cover every choice of signs, as the equal signs in the three-mode example show.

In mass-weighted coordinates, a mode with frequency ω_i > 0 has

σ_i² = (ħ/2ω_i) coth(ħω_i/2k_BT).

The code forms x_i = s_i σ_i, transforms to atomic positions and runs the electronic calculation there. If the observable O also has a linear term, (O(x) + O(−x))/2 − O(0) isolates the quadratic part of a second-order expansion.

Selecting the signs by the procedure below takes the off-diagonal A_ij, for instance from a cheaper model; the bound then refers to that model's matrix. Let C be A without its diagonal, and start with c = 0 and all b_j = 0. For each mode a in turn, with S the set of modes still open after it, compute

g = c b_a + Σ_{j∈S} b_j (C_aj + C_ja) σ_j²,

take t = ±σ_a with g t ≤ 0, and update

c ← c + b_a t,  b_j ← b_j + (C_aj + C_ja) t for j in S.

For a family, each observable keeps its own c and b, and the weighted sum of the g values decides the sign. The work is of order n² per observable.

## Fixing one mode at a time

The Gaussian moments are ⟨y_i y_j⟩ = σ_i² for i = j and 0 otherwise, so

⟨yᵀAy⟩ = Σ_i A_ii σ_i².

Since x_i² = σ_i², the diagonal part of xᵀAx equals this average, and the error is Σ_{i,j} C_ij x_i x_j.

While the modes in a set S are open, the error has the form

c + Σ_{i∈S} b_i x_i + Σ_{i,j∈S} C_ij x_i x_j.

Assign to it the cost

F(S) = c² + Σ_{i∈S} b_i² σ_i² + 2 Σ_{i,j∈S} C_ij² σ_i² σ_j².

Now let a be a mode outside S, and start from the cost F(S ∪ {a}). Fixing x_a = t changes c and b by the update above. Averaged over t = ±σ_a, the cross terms vanish:

mean of (c + b_a t)² = c² + b_a² σ_a²,

mean of (b_j + (C_aj + C_ja)t)² σ_j² = b_j² σ_j² + (C_aj + C_ja)² σ_a² σ_j².

Because (u + v)² ≤ 2u² + 2v², the last term is at most 2(C_aj² + C_ja²) σ_a² σ_j². These are the pair terms of a in F(S ∪ {a}), so the average cost does not rise. For a given t the cross terms add 2gt to this average, so a sign with g t ≤ 0 does not raise the cost either. With several observables, the weighted sum of these inequalities gives one sign for all of them.

When no mode is open, the cost is the squared error. At the start c = 0 and b = 0, and the cost is the stated bound.

## Lean source for the thermal average and the sign selection

```lean
import Mathlib

open MeasureTheory ProbabilityTheory

namespace SingleThermalConfiguration

noncomputable section

variable {n ι : Type*} [Fintype n] [DecidableEq n] [Fintype ι]

/-- The quadratic observable `xᵀ A x` at the normal-mode displacement `x`. -/
def response (A : Matrix n n ℝ) (x : n → ℝ) : ℝ := ∑ i, ∑ j, A i j * x i * x j

/-- The model position distribution: independent centred Gaussian modes with variances `σ i ^ 2`. -/
def thermal (σ : n → ℝ) : Measure (n → ℝ) :=
  Measure.pi fun i => gaussianReal 0 (‖σ i‖₊ ^ 2)

/-- The coupling between different modes: `A` with its diagonal removed. -/
def coupling (A : Matrix n n ℝ) : Matrix n n ℝ := fun i j => if i = j then 0 else A i j

/-- The bound on the squared error, `2 ∑_{i ≠ j} A_ij² σ_i² σ_j²`. -/
def pairSpread (A : Matrix n n ℝ) (σ : n → ℝ) : ℝ :=
  2 * ∑ i, ∑ j, coupling A i j ^ 2 * σ i ^ 2 * σ j ^ 2

/-- A constant plus linear and pair terms in the modes of the set `S`. -/
def partialError (c : ℝ) (b : n → ℝ) (C : Matrix n n ℝ) (S : Finset n) (x : n → ℝ) : ℝ :=
  c + ∑ i ∈ S, b i * x i + ∑ i ∈ S, ∑ j ∈ S, C i j * x i * x j

/-- The cost assigned to constant, linear and pair terms while the signs in `S` are open. -/
def cost (c : ℝ) (b : n → ℝ) (C : Matrix n n ℝ) (S : Finset n) (σ : n → ℝ) : ℝ :=
  c ^ 2 + ∑ i ∈ S, b i ^ 2 * σ i ^ 2 + 2 * ∑ i ∈ S, ∑ j ∈ S, C i j ^ 2 * σ i ^ 2 * σ j ^ 2

/-- Under `thermal σ` products of two displacements are integrable, different modes are
uncorrelated, and mode `i` has mean square displacement `σ i ^ 2`. -/
theorem thermal_moment (σ : n → ℝ) (i j : n) :
    Integrable (fun y : n → ℝ => y i * y j) (thermal σ) ∧
      ∫ y, y i * y j ∂thermal σ = if i = j then σ i ^ 2 else 0 := by
  have mp : ∀ k, MeasurePreserving (fun y : n → ℝ => y k) (thermal σ)
      (gaussianReal 0 (‖σ k‖₊ ^ 2)) := fun k => measurePreserving_eval _ k
  have g : ∀ v : NNReal, MemLp id 2 (gaussianReal 0 v) := fun v => by
    exact_mod_cast memLp_id_gaussianReal (μ := 0) (v := v) 2
  have L2 : ∀ k, MemLp (fun y : n → ℝ => y k) 2 (thermal σ) :=
    fun k => (g _).comp_measurePreserving (mp k)
  -- averages over one mode are one-dimensional Gaussian integrals
  have push : ∀ k (f : ℝ → ℝ), Continuous f →
      ∫ y, f (y k) ∂thermal σ = ∫ t, f t ∂gaussianReal 0 (‖σ k‖₊ ^ 2) := fun k f hf => by
    rw [← (mp k).map_eq, integral_map (mp k).measurable.aemeasurable hf.aestronglyMeasurable]
  refine ⟨(L2 i).integrable_mul (L2 j), ?_⟩
  split_ifs with h
  · subst h
    have v := variance_of_integral_eq_zero (X := fun t : ℝ => t)
      (μ := gaussianReal 0 (‖σ i‖₊ ^ 2)) aemeasurable_id' integral_id_gaussianReal
    rw [variance_fun_id_gaussianReal] at v
    have p : ∫ y, y i ^ 2 ∂thermal σ = ∫ t, t ^ 2 ∂gaussianReal 0 (‖σ i‖₊ ^ 2) :=
      push i (fun t => t ^ 2) (by fun_prop)
    simp only [← pow_two]
    rw [p, ← v]
    simp
  · have ind : IndepFun (fun y : n → ℝ => y i) (fun y => y j) (thermal σ) :=
      (iIndepFun_pi (μ := fun k => gaussianReal 0 (‖σ k‖₊ ^ 2)) (X := fun _ t => t)
        (fun _ => aemeasurable_id')).indepFun h
    have p : ∫ y, y i ∂thermal σ = ∫ t, t ∂gaussianReal 0 (‖σ i‖₊ ^ 2) :=
      push i (fun t => t) continuous_id
    rw [ind.integral_fun_mul_eq_mul_integral (L2 i).1 (L2 j).1, p,
      integral_id_gaussianReal, zero_mul]

/-- The thermal average of `xᵀ A x` is `∑ A_ii σ_i²`. -/
theorem thermal_response (A : Matrix n n ℝ) (σ : n → ℝ) :
    ∫ y, response A y ∂thermal σ = ∑ i, A i i * σ i ^ 2 := by
  simp only [response, mul_assoc]
  have hi : ∀ i j, Integrable (fun y : n → ℝ => A i j * (y i * y j)) (thermal σ) :=
    fun i j => (thermal_moment σ i j).1.const_mul (A i j)
  have h1 : ∫ y, ∑ i, ∑ j, A i j * (y i * y j) ∂thermal σ =
      ∑ i, ∫ y, ∑ j, A i j * (y i * y j) ∂thermal σ :=
    integral_finsetSum _ fun i _ => integrable_finsetSum _ fun j _ => hi i j
  have h2 : ∀ i, ∫ y, ∑ j, A i j * (y i * y j) ∂thermal σ =
      ∑ j, ∫ y, A i j * (y i * y j) ∂thermal σ :=
    fun i => integral_finsetSum _ fun j _ => hi i j
  -- only the diagonal moments survive
  have h3 : ∀ i j, ∫ y, A i j * (y i * y j) ∂thermal σ =
      A i j * (if i = j then σ i ^ 2 else 0) := fun i j =>
    (integral_const_mul _ _).trans (congrArg (fun r => A i j * r) (thermal_moment σ i j).2)
  rw [h1]
  refine Finset.sum_congr rfl fun i _ => ?_
  rw [h2 i]
  simp only [h3]
  simp

/-- The observable is its diagonal part plus the coupling between different modes. -/
theorem response_split (A : Matrix n n ℝ) (x : n → ℝ) :
    response A x = ∑ i, A i i * x i ^ 2 + response (coupling A) x := by
  unfold response
  rw [← Finset.sum_add_distrib]
  refine Finset.sum_congr rfl fun i _ => ?_
  have d : A i i * x i ^ 2 = ∑ j, if i = j then A i i * x i ^ 2 else 0 := by simp
  rw [d, ← Finset.sum_add_distrib]
  refine Finset.sum_congr rfl fun j _ => ?_
  by_cases h : i = j
  · subst h
    simp only [coupling, if_true]
    ring
  · simp [coupling, h]

omit [Fintype n] in
/-- Once the displacement of mode `a` is fixed, its pair couplings act as linear terms on the
remaining modes, provided `a` has no self-coupling. -/
theorem partialError_insert (c : ℝ) (b : n → ℝ) (C : Matrix n n ℝ) (x : n → ℝ) {a : n}
    {S : Finset n} (ha : a ∉ S) (hC : C a a = 0) :
    partialError c b C (insert a S) x =
      partialError (c + b a * x a) (fun j => b j + (C a j + C j a) * x a) C S x := by
  have e : ∑ j ∈ S, (b j + (C a j + C j a) * x a) * x j =
      ∑ j ∈ S, b j * x j + ∑ j ∈ S, C a j * x a * x j + ∑ j ∈ S, C j a * x j * x a := by
    rw [← Finset.sum_add_distrib, ← Finset.sum_add_distrib]
    exact Finset.sum_congr rfl fun j _ => by ring
  simp only [partialError, Finset.sum_insert ha, Finset.sum_add_distrib]
  linear_combination (x a * x a) * hC - e

omit [Fintype n] in
/-- Averaged over the two signs of a mode `a` outside `S`, fixing that mode does not raise the
cost. -/
theorem cost_average (c : ℝ) (b : n → ℝ) (C : Matrix n n ℝ) (σ : n → ℝ) {a : n}
    {S : Finset n} (ha : a ∉ S) :
    cost (c + b a * σ a) (fun j => b j + (C a j + C j a) * σ a) C S σ +
      cost (c + b a * -σ a) (fun j => b j + (C a j + C j a) * -σ a) C S σ ≤
      2 * cost c b C (insert a S) σ := by
  have e : ∑ j ∈ S, (b j + (C a j + C j a) * σ a) ^ 2 * σ j ^ 2 +
      ∑ j ∈ S, (b j + (C a j + C j a) * -σ a) ^ 2 * σ j ^ 2 ≤
      2 * ∑ j ∈ S, b j ^ 2 * σ j ^ 2 + 4 * ∑ j ∈ S, C a j ^ 2 * σ a ^ 2 * σ j ^ 2 +
        4 * ∑ j ∈ S, C j a ^ 2 * σ j ^ 2 * σ a ^ 2 := by
    simp only [Finset.mul_sum, ← Finset.sum_add_distrib]
    exact Finset.sum_le_sum fun j _ => by
      nlinarith [sq_nonneg ((C a j - C j a) * σ a * σ j)]
  simp only [cost, Finset.sum_insert ha, Finset.sum_add_distrib]
  nlinarith [e, sq_nonneg (C a a * σ a * σ a)]

/-- If two choices cost at most `R` on average for every observable, then one of them costs at
most `R` in the sum over observables with nonnegative weights. -/
theorem better_choice (w : ι → ℝ) (hw : ∀ k, 0 ≤ w k) (P Q R : ι → ℝ)
    (h : ∀ k, P k + Q k ≤ 2 * R k) :
    ∑ k, w k * P k ≤ ∑ k, w k * R k ∨ ∑ k, w k * Q k ≤ ∑ k, w k * R k := by
  have s : ∑ k, w k * P k + ∑ k, w k * Q k ≤ 2 * ∑ k, w k * R k := by
    rw [← Finset.sum_add_distrib, Finset.mul_sum]
    exact Finset.sum_le_sum fun k _ => by
      nlinarith [mul_le_mul_of_nonneg_left (h k) (hw k)]
  by_contra! hn
  linarith [hn.1, hn.2]

/-- Without self-couplings and with nonnegative weights, some choice `x i = ± σ i` keeps the
weighted sum of squared errors at or below the weighted sum of the initial costs. -/
theorem sequential_choice (w : ι → ℝ) (hw : ∀ k, 0 ≤ w k) (C : ι → Matrix n n ℝ)
    (hC : ∀ k i, C k i i = 0) (σ : n → ℝ) (S : Finset n) :
    ∀ (c : ι → ℝ) (b : ι → n → ℝ), ∃ x : n → ℝ, (∀ i, x i = σ i ∨ x i = -σ i) ∧
      ∑ k, w k * partialError (c k) (b k) (C k) S x ^ 2 ≤
        ∑ k, w k * cost (c k) (b k) (C k) S σ := by
  induction S using Finset.induction_on with
  | empty => exact fun c b => ⟨σ, fun _ => Or.inl rfl, by simp [partialError, cost]⟩
  | insert a S ha ih =>
    intro c b
    -- pick the better sign of mode `a`
    obtain ⟨t, ht, hP⟩ : ∃ t, (t = σ a ∨ t = -σ a) ∧
        ∑ k, w k * cost (c k + b k a * t) (fun j => b k j + (C k a j + C k j a) * t) (C k) S σ ≤
          ∑ k, w k * cost (c k) (b k) (C k) (insert a S) σ := by
      rcases better_choice w hw _ _ _ (fun k => cost_average (c k) (b k) (C k) σ ha) with h | h
      · exact ⟨σ a, Or.inl rfl, h⟩
      · exact ⟨-σ a, Or.inr rfl, h⟩
    -- then settle the remaining modes
    obtain ⟨x, hx, hle⟩ := ih (fun k => c k + b k a * t)
      (fun k j => b k j + (C k a j + C k j a) * t)
    have agree : ∀ i ∈ S, Function.update x a t i = x i := fun i hi =>
      Function.update_of_ne (ne_of_mem_of_not_mem hi ha) _ _
    refine ⟨Function.update x a t, fun i => ?_, le_trans (le_of_eq ?_) (hle.trans hP)⟩
    · rcases eq_or_ne i a with rfl | h
      · simpa using ht
      · simpa [h] using hx i
    · refine Finset.sum_congr rfl fun k _ => ?_
      rw [partialError_insert _ _ _ _ ha (hC k a), Function.update_self]
      have h1 : ∑ i ∈ S, (b k i + (C k a i + C k i a) * t) * Function.update x a t i =
          ∑ i ∈ S, (b k i + (C k a i + C k i a) * t) * x i :=
        Finset.sum_congr rfl fun i hi => by rw [agree i hi]
      have h2 : ∑ i ∈ S, ∑ j ∈ S, C k i j * Function.update x a t i * Function.update x a t j =
          ∑ i ∈ S, ∑ j ∈ S, C k i j * x i * x j :=
        Finset.sum_congr rfl fun i hi => Finset.sum_congr rfl fun j hj => by
          rw [agree i hi, agree j hj]
      simp only [partialError, h1, h2]

/-- One configuration `x i = s i * σ i` with signs `s i = ± 1` serves a whole family of quadratic
observables: its squared errors against the thermal averages, summed with nonnegative weights,
are at most the weighted sum of the pair spreads. -/
theorem exists_configuration_family (w : ι → ℝ) (hw : ∀ k, 0 ≤ w k) (A : ι → Matrix n n ℝ)
    (σ : n → ℝ) : ∃ s : n → ℝ, (∀ i, s i = 1 ∨ s i = -1) ∧
      ∑ k, w k * (response (A k) (fun i => s i * σ i) - ∫ y, response (A k) y ∂thermal σ) ^ 2 ≤
        ∑ k, w k * pairSpread (A k) σ := by
  obtain ⟨x, hx, hle⟩ := sequential_choice w hw (fun k => coupling (A k))
    (fun k i => by simp [coupling]) σ Finset.univ (fun _ => 0) (fun _ _ => 0)
  have hsign : ∀ i, ∃ s : ℝ, (s = 1 ∨ s = -1) ∧ s * σ i = x i := fun i => by
    rcases hx i with h | h
    · exact ⟨1, Or.inl rfl, by rw [h, one_mul]⟩
    · exact ⟨-1, Or.inr rfl, by rw [h, neg_one_mul]⟩
  choose s hs hsx using hsign
  refine ⟨s, hs, ?_⟩
  rw [show (fun i => s i * σ i) = x from funext hsx]
  -- the diagonal part reproduces the thermal average exactly
  have e : ∀ k, response (A k) x - ∫ y, response (A k) y ∂thermal σ =
      response (coupling (A k)) x := fun k => by
    have d : ∑ i, A k i i * x i ^ 2 = ∑ i, A k i i * σ i ^ 2 :=
      Finset.sum_congr rfl fun i _ => by rw [sq_eq_sq_iff_eq_or_eq_neg.mpr (hx i)]
    rw [thermal_response, response_split, d]
    ring
  simp only [e]
  simpa [partialError, cost, response, pairSpread] using hle

/-- For every real matrix `A` there are signs `s i = ± 1` such that the configuration
`x i = s i * σ i` reproduces the thermal average of `xᵀ A x` with squared error at most
`2 ∑_{i ≠ j} A_ij² σ_i² σ_j²`. -/
theorem exists_configuration (A : Matrix n n ℝ) (σ : n → ℝ) :
    ∃ s : n → ℝ, (∀ i, s i = 1 ∨ s i = -1) ∧
      (response A (fun i => s i * σ i) - ∫ y, response A y ∂thermal σ) ^ 2 ≤ pairSpread A σ := by
  obtain ⟨s, hs, h⟩ := exists_configuration_family (ι := Unit) (fun _ => 1)
    (fun _ => zero_le_one) (fun _ => A) σ
  exact ⟨s, hs, by simpa only [Finset.univ_unique, Finset.sum_singleton, one_mul] using h⟩

/-- For two modes and a symmetric matrix, every choice of signs attains the bound exactly. -/
theorem two_modes_sharp (A : Matrix (Fin 2) (Fin 2) ℝ) (hA : A.IsSymm) (σ s : Fin 2 → ℝ)
    (hs : ∀ i, s i = 1 ∨ s i = -1) :
    (response A (fun i => s i * σ i) - ∫ y, response A y ∂thermal σ) ^ 2 = pairSpread A σ := by
  have h : A 1 0 = A 0 1 := hA.apply 0 1
  rw [thermal_response]
  simp only [response, pairSpread, coupling, Fin.sum_univ_two, h, if_true,
    zero_ne_one, one_ne_zero, if_false]
  rcases hs 0 with h0 | h0 <;> rcases hs 1 with h1 | h1 <;> rw [h0, h1] <;> ring

end

end SingleThermalConfiguration
```

```lean
#print axioms SingleThermalConfiguration.exists_configuration_family
#print axioms SingleThermalConfiguration.exists_configuration
#print axioms SingleThermalConfiguration.two_modes_sharp
```

```
'SingleThermalConfiguration.exists_configuration_family' depends on axioms: [propext, Classical.choice, Quot.sound]
'SingleThermalConfiguration.exists_configuration' depends on axioms: [propext, Classical.choice, Quot.sound]
'SingleThermalConfiguration.two_modes_sharp' depends on axioms: [propext, Classical.choice, Quot.sound]
```

## Reading the theorems and their scope

`response A x` is xᵀAx, and `thermal σ` is the product of Gaussian measures. `pairSpread A σ` is the right-hand side of the bound, with `coupling` removing the diagonal. The finite type `n` labels the modes and `ι` the observables. Amplitudes may be zero or negative, since only σ_i² enters the measure. With one mode or none, both sides of the bound are zero.

`exists_configuration` is the single-observable bound, obtained from `exists_configuration_family` with one observable of weight 1. Both theorems state that suitable signs exist; the rule g t ≤ 0 for finding them is derived in the text above and is not part of the Lean code. The family version limits the weighted sum, and an individual error may exceed its own bound. `two_modes_sharp` says that for two modes and symmetric A every choice of signs gives equality, so no factor below 2 would serve for all matrices.

The Gaussian form and the amplitudes are inputs; the link to temperature and frequency is left to the user. Anharmonic motion and terms of other orders in the observable lie beyond the model.

## From Gaussian moments to the induction

`thermal_moment` reduces one-mode averages to one-dimensional Gaussian integrals and uses independence for different modes. `thermal_response` exchanges the integral with the finite sums. `response_split` separates the diagonal, and `partialError_insert` is the update of c and b.

`cost_average` is the averaging step. Its first `nlinarith` call receives the fact that the square of (C_aj − C_ja)σ_aσ_j is nonnegative, which is the inequality (u + v)² ≤ 2u² + 2v² in another form. `better_choice` passes from the average to one of the two signs, and `sequential_choice` repeats this over the modes. `exists_configuration_family` starts it with zero constant and linear terms and reads off the signs. `two_modes_sharp` checks the four sign combinations with `ring`.

The device that carries `sequential_choice` is the position of a quantifier. The coefficients `c` and `b` stand after the colon, under `∀`, so the induction hypothesis holds for all coefficients. This is needed because fixing mode `a` changes them. The proof picks the displacement `t` first, applies the hypothesis to the updated coefficients, and receives a configuration `x` whose entry at `a` is irrelevant. `Function.update x a t` overwrites that entry, and `agree` records that the modes in `S` keep their values.
